# Discarded natural-orbital eigenvalues and the integral norm bound the truncation error at fixed amplitudes

Removing weakly occupied virtual natural orbitals makes a correlated calculation smaller, but it also changes the energy obtained by contracting amplitudes with integrals. Here the natural orbitals are the eigenvectors of TᵀT, where T is the real amplitude matrix that enters the energy. If the amplitudes are held fixed and projected in one virtual index, the change is at most the Frobenius norm of the integral matrix, with the prefactors of the energy expression included, times the square root of the sum of the discarded eigenvalues.

In Lean 4 with Mathlib:

```lean
import Mathlib

open Matrix

namespace NaturalOrbitalTruncation

noncomputable section

variable {o v : Type*} [Fintype o] [Fintype v]

/-- The squared Frobenius norm of a real matrix: the sum of its squared entries. -/
def frobSq (A : Matrix o v ℝ) : ℝ := ∑ i, ∑ a, A i a ^ 2

/-- The squared Frobenius norm of `A` is the trace of `Aᵀ A`. -/
theorem frobSq_eq_trace (A : Matrix o v ℝ) : frobSq A = trace (Aᵀ * A) := by
  simp only [frobSq, Matrix.trace, Matrix.diag_apply, Matrix.mul_apply,
    Matrix.transpose_apply, pow_two]
  exact Finset.sum_comm

/-- Cauchy–Schwarz inequality for the contraction of two real matrices. -/
theorem abs_trace_le (A B : Matrix o v ℝ) :
    |trace (Aᵀ * B)| ≤ √(frobSq A) * √(frobSq B) := by
  -- read both matrices as vectors indexed by pairs
  have h : trace (Aᵀ * B) = ∑ p : o × v, A p.1 p.2 * B p.1 p.2 := by
    rw [Fintype.sum_prod_type]
    simp only [Matrix.trace, Matrix.diag_apply, Matrix.mul_apply, Matrix.transpose_apply]
    exact Finset.sum_comm
  have hsq : ∀ C : Matrix o v ℝ, frobSq C = ∑ p : o × v, C p.1 p.2 ^ 2 := by
    intro C
    rw [Fintype.sum_prod_type]
    rfl
  have hA : 0 ≤ frobSq A := by
    unfold frobSq
    positivity
  rw [← Real.sqrt_mul hA, h, hsq A, hsq B]
  exact Real.abs_le_sqrt (Finset.sum_mul_sq_le_sq_mul_sq _ _ _)

variable [DecidableEq v]

/-- The columns of `U` are virtual natural orbitals of the amplitudes `T`: an orthonormal
eigenbasis of `Tᵀ T` with eigenvalues `occ`. -/
structure IsNaturalBasis (T : Matrix o v ℝ) (U : Matrix v v ℝ) (occ : v → ℝ) : Prop where
  orthonormal : Uᵀ * U = 1
  eigen : Tᵀ * T * U = U * diagonal occ

/-- The matrix `U D Uᵀ`, where the diagonal matrix `D` selects the columns of `U` in the
retained set `s`; for orthonormal columns it projects onto their span. -/
def projector (U : Matrix v v ℝ) (s : Finset v) : Matrix v v ℝ :=
  U * diagonal (fun a => if a ∈ s then (1 : ℝ) else 0) * Uᵀ

/-- For orthonormal orbitals, the matrix `projector U s` is symmetric and idempotent. -/
theorem projector_symm_idem {U : Matrix v v ℝ} (hU : Uᵀ * U = 1) (s : Finset v) :
    (projector U s)ᵀ = projector U s ∧ projector U s * projector U s = projector U s := by
  constructor
  · simp [projector, Matrix.transpose_mul, Matrix.mul_assoc]
  · have hD : diagonal (fun a => if a ∈ s then (1 : ℝ) else 0) *
        diagonal (fun a => if a ∈ s then (1 : ℝ) else 0) =
        diagonal (fun a => if a ∈ s then (1 : ℝ) else 0) := by
      rw [diagonal_mul_diagonal]
      congr 1
      funext a
      by_cases h : a ∈ s <;> simp [h]
    unfold projector
    generalize diagonal (fun a => if a ∈ s then (1 : ℝ) else 0) = D at hD ⊢
    calc U * D * Uᵀ * (U * D * Uᵀ) = U * (D * ((Uᵀ * U) * D)) * Uᵀ := by
          simp only [Matrix.mul_assoc]
      _ = U * D * Uᵀ := by rw [hU, Matrix.one_mul, hD]

omit [Fintype o] in
/-- For orthonormal orbitals, what truncation to the set `s` removes from a matrix is its
projection onto the discarded orbitals. -/
theorem sub_mul_projector {U : Matrix v v ℝ} (hU : Uᵀ * U = 1) (s : Finset v)
    (A : Matrix o v ℝ) : A - A * projector U s = A * projector U sᶜ := by
  have hD : diagonal (fun a => if a ∈ s then (1 : ℝ) else 0) +
      diagonal (fun a => if a ∈ sᶜ then (1 : ℝ) else 0) = 1 := by
    rw [diagonal_add, ← diagonal_one]
    congr 1
    funext a
    by_cases h : a ∈ s <;> simp [h]
  -- the two projectors resolve the identity
  have hP : projector U s + projector U sᶜ = 1 := by
    unfold projector
    rw [← Matrix.add_mul, ← Matrix.mul_add, hD, Matrix.mul_one]
    exact mul_eq_one_comm.mp hU
  rw [sub_eq_iff_eq_add', ← Matrix.mul_add, hP, Matrix.mul_one]

/-- For orthonormal orbitals, contracting two projected matrices needs the projector
only once. -/
theorem trace_projected {U : Matrix v v ℝ} (hU : Uᵀ * U = 1) (s : Finset v)
    (A B : Matrix o v ℝ) :
    trace ((A * projector U s)ᵀ * (B * projector U s)) = trace (Aᵀ * B * projector U s) := by
  obtain ⟨hs, hi⟩ := projector_symm_idem hU s
  rw [Matrix.transpose_mul, hs, Matrix.mul_assoc, Matrix.trace_mul_comm]
  simp only [Matrix.mul_assoc, hi]

/-- The squared Frobenius norm of the amplitudes lost by truncating the virtual natural
orbitals is the sum of the discarded eigenvalues of `Tᵀ T`. -/
theorem discarded_weight {T : Matrix o v ℝ} {U : Matrix v v ℝ} {occ : v → ℝ}
    (h : IsNaturalBasis T U occ) (s : Finset v) :
    frobSq (T - T * projector U s) = ∑ a ∈ sᶜ, occ a := by
  -- the weight of `Tᵀ T` in any set of natural orbitals
  have key : ∀ r : Finset v, trace (Tᵀ * T * projector U r) = ∑ a ∈ r, occ a := by
    intro r
    have e : Tᵀ * T * projector U r =
        U * (diagonal occ * diagonal (fun a => if a ∈ r then (1 : ℝ) else 0)) * Uᵀ := by
      calc Tᵀ * T * projector U r
          = (Tᵀ * T * U) * diagonal (fun a => if a ∈ r then (1 : ℝ) else 0) * Uᵀ := by
            simp only [projector, Matrix.mul_assoc]
        _ = _ := by rw [h.eigen, Matrix.mul_assoc U]
    rw [e, Matrix.trace_mul_comm, ← Matrix.mul_assoc, h.orthonormal, Matrix.one_mul,
      diagonal_mul_diagonal, trace_diagonal]
    simp [Finset.sum_ite_mem]
  rw [sub_mul_projector h.orthonormal, frobSq_eq_trace, trace_projected h.orthonormal, key]

/-- The error in the contraction of integrals `V` with amplitudes `T` is bounded by the norm
of the discarded part of `V` times the square root of the discarded eigenvalue sum. -/
theorem energy_error_le_discarded {T : Matrix o v ℝ} {U : Matrix v v ℝ} {occ : v → ℝ}
    (h : IsNaturalBasis T U occ) (s : Finset v) (V : Matrix o v ℝ) :
    |trace (Vᵀ * (T - T * projector U s))| ≤
      √(frobSq (V - V * projector U s)) * √(∑ a ∈ sᶜ, occ a) := by
  -- only the discarded part of `V` couples to the lost amplitudes
  have e : trace (Vᵀ * (T - T * projector U s)) =
      trace ((V - V * projector U s)ᵀ * (T - T * projector U s)) := by
    rw [sub_mul_projector h.orthonormal s T, sub_mul_projector h.orthonormal s V,
      trace_projected h.orthonormal, Matrix.mul_assoc]
  rw [e, ← discarded_weight h s]
  exact abs_trace_le _ _

/-- Truncating the virtual natural orbitals changes the contraction of `T` with any integral
matrix `V` by at most the norm of `V` times the square root of the discarded eigenvalue sum. -/
theorem energy_error_le {T : Matrix o v ℝ} {U : Matrix v v ℝ} {occ : v → ℝ}
    (h : IsNaturalBasis T U occ) (s : Finset v) (V : Matrix o v ℝ) :
    |trace (Vᵀ * (T - T * projector U s))| ≤ √(frobSq V) * √(∑ a ∈ sᶜ, occ a) := by
  -- Pythagoras: the retained and discarded parts of `V` are orthogonal
  have hsum : frobSq V = frobSq (V * projector U s) + frobSq (V - V * projector U s) := by
    rw [sub_mul_projector h.orthonormal, frobSq_eq_trace (V * projector U s),
      frobSq_eq_trace (V * projector U sᶜ), trace_projected h.orthonormal,
      trace_projected h.orthonormal, ← sub_mul_projector h.orthonormal s (Vᵀ * V),
      Matrix.trace_sub, frobSq_eq_trace]
    ring
  have hpos : 0 ≤ frobSq (V * projector U s) := by
    unfold frobSq
    positivity
  have hle : frobSq (V - V * projector U s) ≤ frobSq V := by linarith
  exact (energy_error_le_discarded h s V).trans
    (mul_le_mul_of_nonneg_right (Real.sqrt_le_sqrt hle) (Real.sqrt_nonneg _))

/-- The bound of `energy_error_le` holds with equality when the integral matrix `V` equals the lost
amplitudes `T - T * projector U s`. -/
theorem energy_error_attained {T : Matrix o v ℝ} {U : Matrix v v ℝ} {occ : v → ℝ}
    (h : IsNaturalBasis T U occ) (s : Finset v) :
    |trace ((T - T * projector U s)ᵀ * (T - T * projector U s))| =
      √(frobSq (T - T * projector U s)) * √(∑ a ∈ sᶜ, occ a) := by
  have hpos : 0 ≤ frobSq (T - T * projector U s) := by
    unfold frobSq
    positivity
  rw [← discarded_weight h s, ← frobSq_eq_trace, Real.mul_self_sqrt hpos, abs_of_nonneg hpos]

/-- A two-by-two amplitude matrix with its rotated natural orbitals and the eigenvalues
100 and 25. -/
theorem isNaturalBasis_witness :
    IsNaturalBasis (!![6, 8; -4, 3] : Matrix (Fin 2) (Fin 2) ℝ)
      !![3 / 5, -4 / 5; 4 / 5, 3 / 5] ![100, 25] := by
  constructor
  · ext i j
    fin_cases i <;> fin_cases j <;>
      simp [Matrix.mul_apply, Fin.sum_univ_succ] <;> norm_num
  · ext i j
    fin_cases i <;> fin_cases j <;>
      simp [Matrix.mul_apply, Fin.sum_univ_succ] <;> norm_num

end

end NaturalOrbitalTruncation
```

```lean
#print axioms NaturalOrbitalTruncation.energy_error_le_discarded
#print axioms NaturalOrbitalTruncation.energy_error_le
#print axioms NaturalOrbitalTruncation.energy_error_attained
```

```
'NaturalOrbitalTruncation.energy_error_le_discarded' depends on axioms: [propext, Classical.choice, Quot.sound]
'NaturalOrbitalTruncation.energy_error_le' depends on axioms: [propext, Classical.choice, Quot.sound]
'NaturalOrbitalTruncation.energy_error_attained' depends on axioms: [propext, Classical.choice, Quot.sound]
```

## Amplitudes, orbitals and the two main statements

The matrix `T : Matrix o v ℝ` has entries T_ia. The column index a labels a virtual orbital; the row index i runs over any finite type `o`. For double excitations between spin orbitals, i can combine an occupied pair with the second virtual index. TᵀT is then, up to normalisation, the virtual block of the one-particle density matrix of the wavefunction formed by the reference determinant plus these double excitations. For closed-shell amplitudes in spatial orbitals, the density matrix has a further exchange-type term, so its eigenvectors can differ from those of TᵀT. The theorems then apply to the natural orbitals through the spin-orbital amplitudes.

`IsNaturalBasis T U occ` says that the columns of U are orthonormal and are eigenvectors of TᵀT, with eigenvalues n_a given by `occ a`. The columns of U are labelled by the same type `v` as the original virtual orbitals. The finite set `s` holds the retained columns, `sᶜ` the discarded ones, and P is `projector U s`. Any set is allowed, not only the one with the largest eigenvalues.

Write ‖A‖² for the sum of squared entries, `frobSq A`. Then `discarded_weight` states

‖T − TP‖² = ∑_{a∉s} n_a,

and `energy_error_le` states, for every real matrix V of the same shape,

|tr(Vᵀ(T − TP))| ≤ ‖V‖ √(∑_{a∉s} n_a).

With V holding the integrals and any prefactor, tr(VᵀT) is an energy contraction of the MP2 or coupled-cluster doubles type. The bound concerns real amplitudes that are not recomputed after truncation, with only one virtual index projected. A calculation that truncates both virtual indices, or solves again in the smaller space, has further changes to account for.

## From the projector to the discarded weight

Let D be the diagonal matrix with 1 for retained columns and 0 otherwise, so P = UDUᵀ. Since UᵀU = 1 and D² = D,

Pᵀ = P,  P² = UD(UᵀU)DUᵀ = UD²Uᵀ = P.

This is `projector_symm_idem`. Let D′ = 1 − D select the discarded columns, and let P′ = UD′Uᵀ. Then

P + P′ = U(D + D′)Uᵀ = UUᵀ = 1,

so A − AP = AP′ for any A, which is `sub_mul_projector`. The argument given for P also shows that P′ is symmetric and idempotent. With cyclicity of the trace this gives `trace_projected`, here written for P′:

tr((AP′)ᵀ(BP′)) = tr(P′AᵀBP′) = tr(AᵀBP′).

By `frobSq_eq_trace`, ‖A‖² = tr(AᵀA). Setting A = B = T and using TᵀTU = U diag(n),

‖T − TP‖² = tr(TᵀTUD′Uᵀ) = tr(U diag(n) D′Uᵀ) = tr(diag(n) D′) = ∑_{a∉s} n_a.

In `discarded_weight`, the auxiliary statement `key` carries out this trace for an arbitrary set, and the final rewrite applies it to `sᶜ`.

## Completeness from `mul_eq_one_comm`

The hypothesis provides UᵀU = 1, which is orthonormality. The resolution of the identity needs UUᵀ = 1, which is completeness. Mathlib's `mul_eq_one_comm` exchanges the factors of a product equal to one, and it applies here because U is a finite square matrix. In an infinite-dimensional space, orthonormal vectors need not be complete: a shift that moves every basis vector to the next one preserves inner products but misses the first vector.

## Only the discarded integrals couple to the error

The lost amplitudes are TP′, so

tr(Vᵀ(T − TP)) = tr(VᵀTP′) = tr((VP′)ᵀ(TP′)).

Reading matrices as vectors indexed by pairs (i, a), `abs_trace_le` supplies the Cauchy–Schwarz inequality |tr(AᵀB)| ≤ ‖A‖ ‖B‖. Hence `energy_error_le_discarded` gives

|tr(Vᵀ(T − TP))| ≤ ‖V − VP‖ √(∑_{a∉s} n_a).

This can be much smaller than the bound with ‖V‖. To pass to the latter, `energy_error_le` uses

‖V‖² = tr(VᵀV(P + P′)) = ‖VP‖² + ‖V − VP‖²,

so ‖V − VP‖ ≤ ‖V‖.

For V = T − TP, both sides of the bound equal ‖T − TP‖²; this is `energy_error_attained`. This V depends on the truncation, whereas the integrals of a given calculation do not. The equality therefore shows that the bound is sharp over all matrices V, not how the error of a given calculation scales with the discarded eigenvalues.

The example `isNaturalBasis_witness` has amplitude rows (6, 8) and (−4, 3), with orthonormal orbitals (3/5, 4/5) and (−4/5, 3/5) and eigenvalues 100 and 25. Keeping only the first orbital removes the row (−4, 3), whose squared norm is 25. The numbers are chosen for easy arithmetic: these are eigenvalues of TᵀT, not occupation numbers of a normalised wavefunction.
